# The trace of a spin-n/2 rotation about the z axis as a sum of phases

For a single spin n/2, with n any natural number, the operator J_z in units of ħ is written in its eigenbasis as a diagonal matrix with entries n/2 − k, where k runs from 0 to n. The theorem `trace_rotation` says that, for every real θ, the trace of the rotation operator exp(2iθJ_z) is the sum of the n + 1 phases exp(i(n − 2k)θ). The attempt first writes 2iθJ_z as a diagonal matrix, then moves the exponential onto the diagonal and turns the trace into a sum. It then compares the two sums term by term.

Lean 4 with Mathlib refuses this proof:

```lean
import Mathlib

open Polynomial.Chebyshev

namespace TraceRotation

noncomputable section

/-- The operator `J_z` (in units of `ħ`) for spin `n/2`, in its eigenbasis: the diagonal matrix
with entries `n/2 - k`, `k = 0, ..., n`. -/
def spinJz (n : ℕ) : Matrix (Fin (n + 1)) (Fin (n + 1)) ℂ :=
  Matrix.diagonal fun k => (n : ℂ) / 2 - ((k : ℕ) : ℂ)

/-- The spin-`n/2` character of SU(2) as a sum over weights, `∑ exp(i (n - 2k) θ)` for
`k = 0, ..., n`. -/
def su2Character (n : ℕ) (θ : ℝ) : ℂ :=
  ∑ k ∈ Finset.range (n + 1), Complex.exp (((n : ℂ) - 2 * (k : ℂ)) * θ * Complex.I)

/-- The weight sum is the trace of the spin-`n/2` rotation operator `exp(2 i θ J_z)`. -/
theorem trace_rotation (n : ℕ) (θ : ℝ) :
    Matrix.trace (NormedSpace.exp ((2 * (θ : ℂ) * Complex.I) • spinJz n))
      = su2Character n θ := by
  have h : (2 * (θ : ℂ) * Complex.I) • spinJz n = Matrix.diagonal
      (fun k : Fin (n + 1) => ((n : ℂ) - 2 * ((k : ℕ) : ℂ)) * θ * Complex.I) := by
    unfold spinJz
    rw [← Matrix.diagonal_smul]
    congr 1
    funext k
    simp only [Pi.smul_apply, smul_eq_mul]
    ring
  -- the exponential of a diagonal matrix is taken entry by entry
  rw [h, Matrix.exp_diagonal, Matrix.trace_diagonal]
  unfold su2Character
  rw [Finset.sum_range]
  apply Finset.sum_congr rfl
  intro k _
  rw [Pi.exp_apply, Complex.exp_eq_exp_ℂ]

end

end TraceRotation
```

The error:

```
Main.lean:37:6: error(lean.unknownIdentifier): Unknown identifier `Pi.exp_apply`
Main.lean:22:28: error: unsolved goals
n : ℕ
θ : ℝ
h : (2 * ↑θ * Complex.I) • spinJz n = Matrix.diagonal fun k => (↑n - 2 * ↑↑k) * ↑θ * Complex.I
k : Fin (n + 1)
a✝ : k ∈ Finset.univ
⊢ NormedSpace.exp (fun k => (↑n - 2 * ↑↑k) * ↑θ * Complex.I) k = Complex.exp ((↑n - 2 * ↑↑k) * ↑θ * Complex.I)
```

The first message says that Lean knows no lemma called `Pi.exp_apply`. The second shows the goal left open when that rewrite failed. On its left, `NormedSpace.exp` is applied to the whole function of diagonal entries, and the result is evaluated at `k`; on its right, `Complex.exp` is applied to the single entry at `k`. What is missing is the step that evaluating the exponential of a function at a point gives the exponential of its value there.

The repair drops the unknown name and keeps `Complex.exp_eq_exp_ℂ`, which turns the `Complex.exp` on the right into `NormedSpace.exp`. The missing step then comes from `NormedSpace.map_exp`, which says that a continuous ring homomorphism commutes with the exponential. Here the homomorphism is evaluation at `k`, given by `Pi.evalRingHom`, and `continuous_apply k` supplies its continuity. Applied to the function of diagonal entries, which the repair writes out in full, the lemma gives exactly the equality that remains.

After these edits no error is left:

```diff
@@ -35,5 +35,7 @@
   apply Finset.sum_congr rfl
   intro k _
-  rw [Pi.exp_apply, Complex.exp_eq_exp_ℂ]
+  rw [Complex.exp_eq_exp_ℂ]
+  exact NormedSpace.map_exp (Pi.evalRingHom (fun _ : Fin (n + 1) => ℂ) k) (continuous_apply k)
+    (fun j : Fin (n + 1) => ((n : ℂ) - 2 * ((j : ℕ) : ℂ)) * θ * Complex.I)
 
 end
```
